# Localisation threshold of a two-site polaron with self-interaction and a Hubbard correction

A formal statement about polaron formation in this model must first fix what competes with what. Here a state is a pair (p, q) of real numbers, the charge imbalance p confined to the closed interval [−1, 1] and the lattice distortion q unrestricted, and a ground state is a global minimum of the energy over both at once. The restriction on p has to be written into the definition of a ground state, because Lean's square root returns 0 on negative arguments, so that the energy formula also has values at unphysical |p| > 1. There, along q = gp/K, it equals (U − c)/4 − a p² in the notation introduced below, which is unbounded below whenever a > 0, so without the restriction no global minimum would exist in that case.

```lean
import Mathlib

open Set

namespace TwoSitePolaron

noncomputable section
```

## The model

One carrier occupies two equivalent sites with occupations n₁ = (1 + p)/2 and n₂ = (1 − p)/2. With amplitudes ψ₁ = √n₁, ψ₂ = √n₂ of equal sign and hopping matrix element −t, the hopping energy is

−2t ψ₁ψ₂ = −t √(1 − p²).

The distortion costs K q²/2, with K the stiffness, and couples to the charge as −g q (n₁ − n₂) = −g q p. A Hubbard correction of strength U adds (U/2) Σᵢ nᵢ(1 − nᵢ) = U(1 − p²)/4, and a self-interaction error of curvature c is modelled by the same expression with −c in place of U. The total is

E(p, q) = −t √(1 − p²) + K q²/2 − g q p + (U − c)(1 − p²)/4.

Lean takes this formula as the definition `energy`, without deriving it from a Hamiltonian. The lattice is one classical, static, harmonic coordinate, and t, K, g, c do not depend on U.

```lean
/-- Energy of the two-site polaron with charge imbalance `p` and distortion `q`: hopping,
elastic energy, electron-lattice coupling, and the net term `(U - c)(1 - p²)/4` of the Hubbard
correction `U` and the self-interaction curvature `c`. -/
def energy (t K g U c p q : ℝ) : ℝ :=
  -t * √(1 - p ^ 2) + K * q ^ 2 / 2 - g * q * p + (U - c) * (1 - p ^ 2) / 4
```

Three combinations recur. The drive towards localisation, `drive`, is

a = g²/(2K) + (U − c)/4.

```lean
/-- The localizing drive `a = g²/(2K) + (U - c)/4`. -/
def drive (K g U c : ℝ) : ℝ := g ^ 2 / (2 * K) + (U - c) / 4
```

The critical parameter, `criticalU`, is U_c = c + 2t − 2g²/K, and substitution gives

a = t/2 + (U − U_c)/4,

so U > U_c is the same as 2a > t. This identity appears as `hd` in several proofs.

```lean
/-- The critical Hubbard parameter `c + 2t - 2g²/K`. -/
def criticalU (t K g c : ℝ) : ℝ := c + 2 * t - 2 * g ^ 2 / K
```

The energy that the localised state will turn out to have, `polaronEnergy`, is

E_pol = −t²/(4a) − g²/(2K).

```lean
/-- The polaron energy `-t²/(4a) - g²/(2K)`. -/
def polaronEnergy (t K g U c : ℝ) : ℝ := -t ^ 2 / (4 * drive K g U c) - g ^ 2 / (2 * K)
```

`IsGroundState t K g U c p q` says that p lies in `Icc (-1 : ℝ) 1` and that E(p, q) ≤ E(p′, q′) for every p′ in that interval and every real q′. The main theorems assume t > 0 and K > 0; g, U and c are arbitrary real numbers.

```lean
/-- `(p, q)` is a global minimizer of the energy over `p ∈ [-1, 1]` and real `q`. -/
def IsGroundState (t K g U c p q : ℝ) : Prop :=
  p ∈ Icc (-1 : ℝ) 1 ∧
    ∀ p' ∈ Icc (-1 : ℝ) 1, ∀ q' : ℝ, energy t K g U c p q ≤ energy t K g U c p' q'
```

## Relaxing the lattice

Completing the square in q gives K q²/2 − g q p = (K/2)(q − gp/K)² − g²p²/(2K). Put s = √(1 − p²), so that p² = 1 − s² on the interval. Then −g²p²/(2K) = g²s²/(2K) − g²/(2K), the first term joins (U − c)s²/4 to form a s², and

E = (K/2)(q − gp/K)² − t s + a s² − g²/(2K).

The change of variable to s is the device on which the proof turns. The lemma `Real.sq_sqrt` gives √x ^ 2 = x only for x ≥ 0, and this is where p ∈ [−1, 1] enters, as `hs`. After that rewrite, `generalize √(1 - p ^ 2) = s` replaces the remaining root by a fresh real variable about which nothing is known. The goal becomes an identity of rational functions, closed by `field_simp` and `ring`.

```lean
variable {t K g U c p q : ℝ}

/-- Completing the square in the distortion: the energy is the elastic cost of `q - g p / K`
plus `-t s + a s² - g²/(2K)` with `s = √(1 - p²)`. -/
theorem energy_relaxed (hK : K ≠ 0) (hp : p ∈ Icc (-1 : ℝ) 1) :
    energy t K g U c p q = K / 2 * (q - g * p / K) ^ 2
      + (-t * √(1 - p ^ 2) + drive K g U c * √(1 - p ^ 2) ^ 2) - g ^ 2 / (2 * K) := by
  have hs : √(1 - p ^ 2) ^ 2 = 1 - p ^ 2 := Real.sq_sqrt (by nlinarith [hp.1, hp.2])
  unfold energy drive
  rw [hs]
  generalize √(1 - p ^ 2) = s
  field_simp
  ring
```

## Completing the square in s

For a ≠ 0 one has −t s + a s² = a(s − t/(2a))² − t²/(4a), which is the auxiliary identity `h`. Hence

E = (K/2)(q − gp/K)² + a(s − t/(2a))² + E_pol.

For K > 0 and a > 0 both squared terms are non-negative, and E_pol bounds the energy from below.

```lean
/-- For nonzero drive the energy is the polaron energy plus `K/2 (q - g p / K)²` plus
`a (s - t/(2a))²` with `s = √(1 - p²)`. -/
theorem energy_localized_form (hK : K ≠ 0) (ha : drive K g U c ≠ 0)
    (hp : p ∈ Icc (-1 : ℝ) 1) :
    energy t K g U c p q = K / 2 * (q - g * p / K) ^ 2
      + drive K g U c * (√(1 - p ^ 2) - t / (2 * drive K g U c)) ^ 2
      + polaronEnergy t K g U c := by
  have h : ∀ a s : ℝ, a ≠ 0 →
      -t * s + a * s ^ 2 = a * (s - t / (2 * a)) ^ 2 + -t ^ 2 / (4 * a) := by
    intro a s h
    field_simp
    ring
  rw [energy_relaxed hK hp, h _ _ ha]
  unfold polaronEnergy
  ring
```

The bound is reached where s = t/(2a) and q = gp/K. Suppose t ≥ 0, a > 0 and

p² = 1 − t²/(4a²).

Then 1 − p² = (t/(2a))² ≥ 0, so p is admissible, and √(1 − p²) = t/(2a) because t/(2a) is non-negative; this last step is the companion lemma `Real.sqrt_sq`. Both squares vanish and E = E_pol.

```lean
/-- For positive drive, `t ≥ 0` and `K ≠ 0`, an imbalance with `p² = 1 - t²/(4a²)` lies in `[-1, 1]`, and with the
relaxed distortion `q = g p / K` its energy is the polaron energy. -/
theorem polaron_energy (hK : K ≠ 0) (ht : 0 ≤ t) (ha : 0 < drive K g U c)
    (hp : p ^ 2 = 1 - t ^ 2 / (4 * drive K g U c ^ 2)) :
    p ∈ Icc (-1 : ℝ) 1 ∧ energy t K g U c p (g * p / K) = polaronEnergy t K g U c := by
  have hs : 1 - p ^ 2 = (t / (2 * drive K g U c)) ^ 2 := by
    rw [hp]
    ring
  have h1 : p ^ 2 ≤ 1 := by linarith [sq_nonneg (t / (2 * drive K g U c))]
  have hm : p ∈ Icc (-1 : ℝ) 1 := ⟨by nlinarith, by nlinarith⟩
  refine ⟨hm, ?_⟩
  rw [energy_localized_form hK ha.ne' hm, hs, Real.sqrt_sq (div_nonneg ht (by linarith))]
  ring
```

A real p with that square exists only if the right-hand side is non-negative. For U > U_c we have 2a − t > 0 and 2a + t > 0, whose product gives t² < 4a², and t > 0 gives t²/(4a²) > 0. Therefore

0 < 1 − t²/(4a²) < 1.

The carrier is then neither evenly shared nor entirely on one site.

```lean
/-- For `t > 0` and above the critical `U`, the value `1 - t²/(4a²)` lies strictly between 0 and 1. -/
theorem polarization_bounds (ht : 0 < t) (hU : criticalU t K g c < U) :
    0 < 1 - t ^ 2 / (4 * drive K g U c ^ 2) ∧ 1 - t ^ 2 / (4 * drive K g U c ^ 2) < 1 := by
  have hd : drive K g U c = t / 2 + (U - criticalU t K g c) / 4 := by
    unfold drive criticalU
    ring
  have ha : 0 < drive K g U c := by linarith
  have h4 : 0 < 4 * drive K g U c ^ 2 := mul_pos (by norm_num) (pow_pos ha 2)
  constructor
  · rw [sub_pos, div_lt_one h4]
    have h1 : 0 < 2 * drive K g U c - t := by linarith
    have h2 : 0 < 2 * drive K g U c + t := by linarith
    nlinarith [mul_pos h1 h2]
  · linarith [div_pos (pow_pos ht 2) h4]
```

## Above the threshold

For U > U_c the ground states are exactly the points with p² = 1 − t²/(4a²) and q = gp/K. Given a ground state, compare it with the explicit point p′ = √(1 − t²/(4a²)), q′ = gp′/K, whose energy is E_pol. This gives E(p, q) ≤ E_pol, so the two non-negative terms `h1` and `h2` sum to at most zero and each vanishes (`e1`, `e2`). Dividing out K/2 and a yields q = gp/K and s = t/(2a), and squaring the latter gives p². Conversely, a point satisfying both equations has energy E_pol by `polaron_energy`, and E_pol is a lower bound at every admissible (p′, q′). The condition fixes only p², so both signs of p occur, one for each site that can trap the carrier. For g = 0 these points have q = 0: the carrier is then localised by the net term U − c alone, without a lattice distortion, and the state is not a polaron.

```lean
/-- For `t, K > 0` and above the critical `U`, the ground states are exactly the points with
`p² = 1 - t²/(4a²)` and `q = g p / K`. -/
theorem localized_ground_iff (ht : 0 < t) (hK : 0 < K) (hU : criticalU t K g c < U) :
    IsGroundState t K g U c p q ↔
      p ^ 2 = 1 - t ^ 2 / (4 * drive K g U c ^ 2) ∧ q = g * p / K := by
  have hd : drive K g U c = t / 2 + (U - criticalU t K g c) / 4 := by
    unfold drive criticalU
    ring
  have ha : 0 < drive K g U c := by linarith
  constructor
  · rintro ⟨hp, hmin⟩
    -- compare with the explicit polaron: both squares must vanish
    obtain ⟨hm, he⟩ := polaron_energy hK.ne' ht.le ha
      (Real.sq_sqrt (polarization_bounds ht hU).1.le)
    have h := le_of_le_of_eq (hmin _ hm _) he
    rw [energy_localized_form hK.ne' ha.ne' hp] at h
    have h1 := mul_nonneg (half_pos hK).le (sq_nonneg (q - g * p / K))
    have h2 := mul_nonneg ha.le (sq_nonneg (√(1 - p ^ 2) - t / (2 * drive K g U c)))
    have e1 : K / 2 * (q - g * p / K) ^ 2 = 0 := by linarith
    have e2 : drive K g U c * (√(1 - p ^ 2) - t / (2 * drive K g U c)) ^ 2 = 0 := by linarith
    have hq := (pow_eq_zero_iff two_ne_zero).mp
      ((mul_eq_zero.mp e1).resolve_left (half_pos hK).ne')
    have hs := sub_eq_zero.mp ((pow_eq_zero_iff two_ne_zero).mp
      ((mul_eq_zero.mp e2).resolve_left ha.ne'))
    have hsq : √(1 - p ^ 2) ^ 2 = 1 - p ^ 2 := Real.sq_sqrt (by nlinarith [hp.1, hp.2])
    rw [hs] at hsq
    have h3 : (t / (2 * drive K g U c)) ^ 2 = t ^ 2 / (4 * drive K g U c ^ 2) := by ring
    exact ⟨by linarith, sub_eq_zero.mp hq⟩
  · rintro ⟨hp, rfl⟩
    obtain ⟨hm, he⟩ := polaron_energy hK.ne' ht.le ha hp
    refine ⟨hm, fun p' hp' q' => ?_⟩
    -- the polaron energy is a lower bound
    rw [he, energy_localized_form hK.ne' ha.ne' hp']
    have h1 := mul_nonneg (half_pos hK).le (sq_nonneg (q' - g * p' / K))
    have h2 := mul_nonneg ha.le (sq_nonneg (√(1 - p' ^ 2) - t / (2 * drive K g U c)))
    linarith
```

## At or below the threshold

Now 2a ≤ t, and a may be zero or negative, so the argument returns to the relaxed form. At the origin s = 1 and E(0, 0) = −t + a − g²/(2K), which is `h0`. Subtracting,

E(p, q) − E(0, 0) = (K/2)(q − gp/K)² + t(1 − s) − a(1 − s²)

= (K/2)(q − gp/K)² + (1 − s)(t − a(1 + s)).

For p ≠ 0 we have 0 ≤ s < 1. If a ≤ 0, then t − a(1 + s) ≥ t > 0. If a > 0, then a(1 + s) < 2a ≤ t. These are the two branches of `h2`, and in both the product is strictly positive. Here `generalize` is applied `at hs0 hs1 ⊢`, so the new variable keeps the bounds 0 ≤ s < 1 and no square root is left for the final `nlinarith`. For p = 0 and q ≠ 0 the difference is K q²/2 > 0 directly.

```lean
/-- For `t, K > 0` and at or below the critical `U`, every admissible point other than `p = q = 0` has strictly
higher energy than the delocalized point. -/
theorem delocalized_strict (ht : 0 < t) (hK : 0 < K) (hU : U ≤ criticalU t K g c)
    (hp : p ∈ Icc (-1 : ℝ) 1) (hne : p ≠ 0 ∨ q ≠ 0) :
    energy t K g U c 0 0 < energy t K g U c p q := by
  by_cases hp0 : p = 0
  · subst hp0
    have hq : q ≠ 0 := hne.resolve_left (fun h => h rfl)
    have h : 0 < K * q ^ 2 := by positivity
    unfold energy
    linarith
  · have hd : drive K g U c = t / 2 + (U - criticalU t K g c) / 4 := by
      unfold drive criticalU
      ring
    have h0 : energy t K g U c 0 0 = -t + drive K g U c - g ^ 2 / (2 * K) := by
      have h : √(1 - (0 : ℝ) ^ 2) = 1 := by simp
      unfold energy drive
      rw [h]
      ring
    have hp2 : 0 < p ^ 2 := by positivity
    have hs1 : √(1 - p ^ 2) < 1 := (Real.sqrt_lt' one_pos).mpr (by linarith)
    have hs0 : 0 ≤ √(1 - p ^ 2) := Real.sqrt_nonneg _
    have h1 := mul_nonneg (half_pos hK).le (sq_nonneg (q - g * p / K))
    rw [h0, energy_relaxed hK.ne' hp]
    generalize √(1 - p ^ 2) = s at hs0 hs1 ⊢
    -- the relaxed energy difference from the origin factorizes as (1 - s)(t - a(1 + s))
    have h2 : 0 < t - drive K g U c * (1 + s) := by
      rcases le_or_gt (drive K g U c) 0 with h | h
      · nlinarith [mul_nonneg (neg_nonneg.mpr h) hs0]
      · nlinarith [mul_pos h (sub_pos.mpr hs1)]
    nlinarith [mul_pos (sub_pos.mpr hs1) h2]
```

The strict inequality makes the origin a ground state and excludes every other point, which could not have energy at most E(0, 0). The case U = U_c is included.

```lean
/-- For `t, K > 0` and at or below the critical `U`, the delocalized point `p = q = 0` is the one and only
ground state. -/
theorem delocalized_ground_iff (ht : 0 < t) (hK : 0 < K) (hU : U ≤ criticalU t K g c) :
    IsGroundState t K g U c p q ↔ p = 0 ∧ q = 0 := by
  have h0 : (0 : ℝ) ∈ Icc (-1 : ℝ) 1 := ⟨by norm_num, by norm_num⟩
  constructor
  · rintro ⟨hp, hmin⟩
    by_contra h
    exact absurd (hmin 0 h0 0) (not_le.mpr (delocalized_strict ht hK hU hp (not_and_or.mp h)))
  · rintro ⟨rfl, rfl⟩
    refine ⟨h0, fun p' hp' q' => ?_⟩
    by_cases h : p' = 0 ∧ q' = 0
    · rw [h.1, h.2]
    · exact (delocalized_strict ht hK hU hp' (not_and_or.mp h)).le
```

## The criterion

The delocalised point p = q = 0 is a global minimum if and only if

U ≤ c + 2t − 2g²/K.

One direction is the previous theorem. For the other, if U > U_c and the origin were a ground state, it would satisfy 0 = 1 − t²/(4a²), contradicting the lower bound in `polarization_bounds`. In this one-carrier, two-site model with a classical lattice, the threshold rises linearly with c, so self-interaction can hide a polaron that is stable at U = c, and a U above c can stabilise one that is absent there. The theorems concern global minima only, say nothing about metastable states, and do not select a value of U.

```lean
/-- For `t, K > 0`, the delocalized point `p = q = 0` is a global minimum of the energy exactly when
`U ≤ c + 2t - 2g²/K`. -/
theorem delocalized_minimum_iff (ht : 0 < t) (hK : 0 < K) :
    IsGroundState t K g U c 0 0 ↔ U ≤ c + 2 * t - 2 * g ^ 2 / K := by
  constructor
  · intro h
    by_contra hU
    have hU' : criticalU t K g c < U := not_le.mp hU
    have h1 := ((localized_ground_iff ht hK hU').mp h).1
    have h2 := (polarization_bounds ht hU').1
    have h3 : (0 : ℝ) ^ 2 = 0 := by norm_num
    linarith
  · intro hU
    exact (delocalized_ground_iff ht hK hU).mpr ⟨rfl, rfl⟩
```

## The trend with U

Let U₁ < U₂ with U₂ > U_c, the other parameters fixed, and let (p₁, q₁) and (p₂, q₂) be ground states at U₁ and U₂, with drives a₁ and a₂. Then p₂² = 1 − t²/(4a₂²). If U₁ ≤ U_c, then p₁ = 0 and p₂² > 0. If U₁ > U_c, then 0 < a₁ < a₂, since a₂ − a₁ = (U₂ − U₁)/4. The product (a₂ − a₁)(a₁ + a₂) > 0 gives a₁² < a₂², hence t²/(4a₂²) < t²/(4a₁²), which is `h4`. In both cases

p₁² < p₂².

```lean
/-- For `t, K > 0`, raising the Hubbard parameter from `U₁` to a value `U₂` above the critical one strictly
increases the squared charge imbalance of the ground state. -/
theorem imbalance_increases {U₁ U₂ p₁ q₁ p₂ q₂ : ℝ} (ht : 0 < t) (hK : 0 < K)
    (h12 : U₁ < U₂) (hU : criticalU t K g c < U₂)
    (h₁ : IsGroundState t K g U₁ c p₁ q₁) (h₂ : IsGroundState t K g U₂ c p₂ q₂) :
    p₁ ^ 2 < p₂ ^ 2 := by
  rw [((localized_ground_iff ht hK hU).mp h₂).1]
  rcases le_or_gt U₁ (criticalU t K g c) with h | h
  · rw [((delocalized_ground_iff ht hK h).mp h₁).1]
    have h3 : (0 : ℝ) ^ 2 = 0 := by norm_num
    linarith [(polarization_bounds ht hU).1]
  · rw [((localized_ground_iff ht hK h).mp h₁).1]
    have hd : drive K g U₁ c = t / 2 + (U₁ - criticalU t K g c) / 4 := by
      unfold drive criticalU
      ring
    have ha : 0 < drive K g U₁ c := by linarith
    -- the drive grows with U
    have hlt : drive K g U₁ c < drive K g U₂ c := by
      unfold drive
      linarith
    have h4 : t ^ 2 / (4 * drive K g U₂ c ^ 2) < t ^ 2 / (4 * drive K g U₁ c ^ 2) :=
      div_lt_div_of_pos_left (pow_pos ht 2) (mul_pos (by norm_num) (pow_pos ha 2))
        (by nlinarith [mul_pos (sub_pos.mpr hlt) (add_pos ha (ha.trans hlt))])
    linarith

end

end TwoSitePolaron
```

```lean
#print axioms TwoSitePolaron.polaron_energy
#print axioms TwoSitePolaron.delocalized_minimum_iff
#print axioms TwoSitePolaron.imbalance_increases
```

```
'TwoSitePolaron.polaron_energy' depends on axioms: [propext, Classical.choice, Quot.sound]
'TwoSitePolaron.delocalized_minimum_iff' depends on axioms: [propext, Classical.choice, Quot.sound]
'TwoSitePolaron.imbalance_increases' depends on axioms: [propext, Classical.choice, Quot.sound]
```

## A numerical instance

Take t = 1, K = 5, g = 5/2, c = 1. Then g²/K = 5/4, U_c = 1 + 2 − 5/2 = 1/2 and a = 5/8 + (U − 1)/4. Without correction, U = 0 lies below U_c and the ground state is the origin, with E = −1 − 1/4 = −1.25. At U = c = 1 the drive is a = 5/8, so s = t/(2a) = 0.8, p = ±0.6, q = ±0.3 with matching signs, and the occupations are 0.8 and 0.2. Directly from the definition,

E = −0.8 + 0.225 − 0.45 + 0 = −1.025,

in agreement with E_pol = −0.4 − 0.625 and below E(0, 0) = −1. At U = 11/6 the drive is 5/6, s = 0.6 and p² = 0.64, larger than 0.36.

## In a relaxation run

The remarks that follow are elementary consequences of the formulas and are not theorems of the file. The force on the lattice coordinate is −∂E/∂q = gp − Kq, so q = gp/K is the zero-force condition at which a geometry optimiser stops. Both derivatives of E vanish at p = q = 0 for every U, so a gradient-based relaxation started exactly at the symmetric point stays there even when U > U_c. To reach the polaron in the model, the run is therefore started away from the symmetric point, relaxed, and its energy compared with that of the symmetric point. Seeding a local distortion is also one common way to begin a DFT+U polaron search, a remark on practice that the model does not establish. In the model the energy difference is the completed square evaluated at s = 1,

E(0, 0) − E_pol = (2a − t)²/(4a),

which is 0.025 at U = 1 in the example. Just above U_c it grows from zero quadratically in U − U_c, to leading order, so near the threshold the two structures are hard to separate by energy alone.
